# For real symmetric H, the orbital-minimization energy has directional derivative 2 tr(DᵀG)

Let H be a real symmetric n × n Hamiltonian matrix in an orthonormal basis and let the columns of the real n × m matrix C be orbitals, not necessarily orthonormal. The energy

E(C) = tr((2 − CᵀC) CᵀHC)

has derivative 2 tr(DᵀG) at t = 0 along C + tD, for every real n × m matrix D, where

G = 2HC − CCᵀHC − HCCᵀC.

Hence C is stationary exactly when G = 0. If CᵀC = 1, this is equivalent to HC = CCᵀHC, and also to H commuting with the density matrix CCᵀ.

## Search directions without orthonormalization

Orbital minimization seeks the occupied subspace of non-interacting electrons in a fixed H without imposing CᵀC = 1. A code that minimizes E can take its search directions from G and stop when G is small. The factor 2 matters when G is compared with finite differences: the array of partial derivatives ∂E/∂C_ij is 2G, although the Lean name for G is `gradient`.

## From the quartic to the residual

Write S = CᵀC and K = CᵀHC. Along C + tD these become

S + t(DᵀC + CᵀD) + t²DᵀD,
K + t(DᵀHC + CᵀHD) + t²DᵀHD.

E is therefore a quartic polynomial in t, and its derivative at t = 0 is the linear coefficient

tr((2 − S)(DᵀHC + CᵀHD)) − tr((DᵀC + CᵀD)K).

Since H, S and K are symmetric, transposition and cyclicity of the trace give

tr(CᵀHD) = tr(DᵀHC),
tr(S DᵀHC) = tr(S CᵀHD) = tr(DᵀHCS),
tr(CᵀDK) = tr(DᵀCK).

The coefficient is then

4 tr(DᵀHC) − 2 tr(DᵀHCS) − 2 tr(DᵀCK) = 2 tr(DᵀG).

If G = 0, every directional derivative vanishes. Conversely, at a stationary point the choice D = G gives 0 = 2 tr(GᵀG) = 2 Σ_ij G_ij², so G = 0.

For S = 1 the matrix G reduces to the residual HC − CK. Let P = CCᵀ. If HC = CK, then HP = CKCᵀ is symmetric, so HP = (HP)ᵀ = PH. Conversely, if HP = PH, then PC = C gives HC = HPC = PHC = CK.

Also for S = 1, CᵀG = K − K = 0, and therefore

(C − tG)ᵀ(C − tG) = 1 + t²GᵀG.

A steepest-descent step from orthonormal orbitals changes their overlap only at second order in t.

Away from S = 1 the residual criterion can fail. Take H with rows (0, 1) and (1, 0), and C = diag(1/5, 7/5). Then G = 0, but the upper right entries of HC and CCᵀHC are 7/5 and 7/125.

## The Lean file

```lean
import Mathlib

open Matrix

namespace OrbitalMinimization

variable {n m : Type*} [Fintype n] [Fintype m] [DecidableEq m]

/-- The orbital-minimization energy `tr((2 - CᵀC) CᵀHC)` of the orbitals in the columns of `C`. -/
noncomputable def energy (H : Matrix n n ℝ) (C : Matrix n m ℝ) : ℝ :=
  trace ((2 - Cᵀ * C) * (Cᵀ * (H * C)))

/-- The matrix `G = 2HC - CCᵀHC - HCCᵀC`. For symmetric `H` it is half the array of partial
derivatives of the energy with respect to the entries of `C`. -/
noncomputable def gradient (H : Matrix n n ℝ) (C : Matrix n m ℝ) : Matrix n m ℝ :=
  (2 : ℝ) • (H * C) - C * (Cᵀ * (H * C)) - H * (C * (Cᵀ * C))

/-- The orbitals `C` are stationary if the energy has zero derivative at `C` along every
straight line `C + tD`, with no constraint on `D`. -/
def IsStationary (H : Matrix n n ℝ) (C : Matrix n m ℝ) : Prop :=
  ∀ D : Matrix n m ℝ, HasDerivAt (fun t : ℝ => energy H (C + t • D)) 0 0

omit [Fintype m] [DecidableEq m] in
/-- The matrix of overlaps between two sets of orbitals, each displaced along a line, is
quadratic in the displacement `t`. -/
theorem overlap_line (C D X Y : Matrix n m ℝ) (t : ℝ) :
    (C + t • D)ᵀ * (X + t • Y) =
      Cᵀ * X + t • (Dᵀ * X + Cᵀ * Y) + t ^ 2 • (Dᵀ * Y) := by
  simp only [transpose_add, transpose_smul, Matrix.add_mul, Matrix.mul_add,
    Matrix.smul_mul, Matrix.mul_smul]
  module

/-- For symmetric `H`, the part of the energy change linear in the displacement `D` is
`2 tr(DᵀG)`. -/
theorem linear_term {H : Matrix n n ℝ} (hH : H.IsSymm) (C D : Matrix n m ℝ) :
    trace ((2 - Cᵀ * C) * (Dᵀ * (H * C) + Cᵀ * (H * D))
      - (Dᵀ * C + Cᵀ * D) * (Cᵀ * (H * C))) = 2 * trace (Dᵀ * gradient H C) := by
  -- transposition and cyclicity bring every term to the form `tr(Dᵀ ...)`
  have e1 := trace_transpose (Cᵀ * (H * D))
  have e2 := trace_transpose (Cᵀ * (D * (Cᵀ * (H * C))))
  have e2' := trace_mul_comm (Cᵀ * (H * C)) (Dᵀ * C)
  have e3 := trace_mul_comm (Cᵀ * C) (Dᵀ * (H * C))
  have e4 := trace_transpose (Cᵀ * (C * (Cᵀ * (H * D))))
  simp only [transpose_mul, transpose_transpose, hH.eq, Matrix.mul_assoc] at e1 e2 e2' e3 e4
  simp only [gradient, Matrix.mul_sub, Matrix.sub_mul, Matrix.add_mul, Matrix.mul_add,
    Matrix.mul_smul, two_mul, trace_add, trace_sub, trace_smul, smul_eq_mul, Matrix.mul_assoc]
  linarith

/-- For symmetric `H` and any orbitals `C`, the energy along `C + tD` has derivative
`2 tr(DᵀG)` at `t = 0`. -/
theorem hasDerivAt_energy {H : Matrix n n ℝ} (hH : H.IsSymm) (C D : Matrix n m ℝ) :
    HasDerivAt (fun t : ℝ => energy H (C + t • D)) (2 * trace (Dᵀ * gradient H C)) 0 := by
  -- along a line the energy is a quartic polynomial
  have key : ∀ t : ℝ, energy H (C + t • D) = energy H C +
      (t * (2 * trace (Dᵀ * gradient H C))
      + t ^ 2 * trace ((2 - Cᵀ * C) * (Dᵀ * (H * D))
          - (Dᵀ * C + Cᵀ * D) * (Dᵀ * (H * C) + Cᵀ * (H * D))
          - (Dᵀ * D) * (Cᵀ * (H * C)))
      + t ^ 3 * (-trace ((Dᵀ * C + Cᵀ * D) * (Dᵀ * (H * D))
          + (Dᵀ * D) * (Dᵀ * (H * C) + Cᵀ * (H * D))))
      + t ^ 4 * (-trace ((Dᵀ * D) * (Dᵀ * (H * D))))) := by
    intro t
    have hHC : H * (C + t • D) = H * C + t • (H * D) := by
      rw [Matrix.mul_add, Matrix.mul_smul]
    rw [← linear_term hH C D]
    unfold energy
    rw [hHC, overlap_line C D C D t, overlap_line C D (H * C) (H * D) t]
    simp only [Matrix.sub_mul, Matrix.add_mul, Matrix.mul_add, Matrix.smul_mul,
      Matrix.mul_smul, trace_add, trace_sub, trace_smul, smul_eq_mul]
    ring
  -- only the linear coefficient survives at `t = 0`
  have quartic : ∀ e a b c d : ℝ, HasDerivAt
      (fun t : ℝ => e + (t * a + t ^ 2 * b + t ^ 3 * c + t ^ 4 * d)) a 0 := by
    intro e a b c d
    have h := (((((hasDerivAt_id' (0 : ℝ)).mul_const a).fun_add
      ((hasDerivAt_pow 2 (0 : ℝ)).mul_const b)).fun_add
      ((hasDerivAt_pow 3 (0 : ℝ)).mul_const c)).fun_add
      ((hasDerivAt_pow 4 (0 : ℝ)).mul_const d)).const_add e
    exact h.congr_deriv (by norm_num)
  rw [funext key]
  exact quartic _ _ _ _ _

/-- For symmetric `H`, the orbitals are stationary exactly when the gradient matrix vanishes. -/
theorem isStationary_iff {H : Matrix n n ℝ} (hH : H.IsSymm) (C : Matrix n m ℝ) :
    IsStationary H C ↔ gradient H C = 0 := by
  constructor
  · intro h
    -- displace along the gradient itself
    have h0 := (h (gradient H C)).unique (hasDerivAt_energy hH C (gradient H C))
    have h1 : trace ((gradient H C)ᵀ * gradient H C) = 0 := by linarith
    generalize gradient H C = A at h1
    have h2 : ∑ j, ∑ i, A i j * A i j = 0 := by
      simpa only [Matrix.trace, Matrix.diag_apply, Matrix.mul_apply,
        Matrix.transpose_apply] using h1
    ext i j
    have h3 := (Finset.sum_eq_zero_iff_of_nonneg (fun j _ =>
      Finset.sum_nonneg (fun i _ => mul_self_nonneg (A i j)))).1 h2 j (Finset.mem_univ j)
    have h4 := (Finset.sum_eq_zero_iff_of_nonneg (fun i _ =>
      mul_self_nonneg (A i j))).1 h3 i (Finset.mem_univ i)
    exact mul_self_eq_zero.1 h4
  · intro h D
    have h0 := hasDerivAt_energy hH C D
    rw [h, Matrix.mul_zero, trace_zero, mul_zero] at h0
    exact h0

/-- For orthonormal orbitals the matrix `G = 2HC - CCᵀHC - HCCᵀC` is the residual `HC - CCᵀHC`. -/
theorem gradient_orthonormal (H : Matrix n n ℝ) {C : Matrix n m ℝ} (hC : Cᵀ * C = 1) :
    gradient H C = H * C - C * (Cᵀ * (H * C)) := by
  simp only [gradient, hC, Matrix.mul_one]
  module

/-- For symmetric `H`, orthonormal orbitals are stationary exactly when `HC = CCᵀHC`. -/
theorem isStationary_iff_of_orthonormal {H : Matrix n n ℝ} (hH : H.IsSymm)
    {C : Matrix n m ℝ} (hC : Cᵀ * C = 1) :
    IsStationary H C ↔ H * C = C * (Cᵀ * (H * C)) := by
  rw [isStationary_iff hH, gradient_orthonormal H hC, sub_eq_zero]

/-- For symmetric `H`, orthonormal orbitals are stationary exactly when `H` commutes with
the density matrix `CCᵀ`. -/
theorem isStationary_iff_commute {H : Matrix n n ℝ} (hH : H.IsSymm)
    {C : Matrix n m ℝ} (hC : Cᵀ * C = 1) :
    IsStationary H C ↔ H * (C * Cᵀ) = C * Cᵀ * H := by
  rw [isStationary_iff_of_orthonormal hH hC]
  constructor
  · intro h
    have h1 : H * (C * Cᵀ) = C * (Cᵀ * (H * C)) * Cᵀ :=
      calc H * (C * Cᵀ) = (H * C) * Cᵀ := (Matrix.mul_assoc _ _ _).symm
        _ = C * (Cᵀ * (H * C)) * Cᵀ := congrArg (fun X => X * Cᵀ) h
    -- the right-hand side is symmetric, so the left-hand side is too
    have h2 := congrArg transpose h1
    simp only [transpose_mul, transpose_transpose, hH.eq, Matrix.mul_assoc] at h1 h2
    rw [Matrix.mul_assoc C]
    exact h1.trans h2.symm
  · intro h
    calc H * C = H * (C * Cᵀ) * C := by
          rw [Matrix.mul_assoc, Matrix.mul_assoc, hC, Matrix.mul_one]
      _ = C * Cᵀ * H * C := by rw [h]
      _ = C * (Cᵀ * (H * C)) := by simp only [Matrix.mul_assoc]

/-- A step `C - tG` from orthonormal orbitals gives the overlap matrix `1 + t² GᵀG`, with no
term linear in `t`. -/
theorem overlap_descent_step (H : Matrix n n ℝ) {C : Matrix n m ℝ} (hC : Cᵀ * C = 1) (t : ℝ) :
    (C - t • gradient H C)ᵀ * (C - t • gradient H C) =
      1 + t ^ 2 • ((gradient H C)ᵀ * gradient H C) := by
  -- the gradient is orthogonal to the orbitals
  have h0 : Cᵀ * gradient H C = 0 := by
    rw [gradient_orthonormal H hC, Matrix.mul_sub, ← Matrix.mul_assoc Cᵀ C, hC,
      Matrix.one_mul, sub_self]
  have h1 : (gradient H C)ᵀ * C = 0 := by
    have h := congrArg transpose h0
    simpa only [transpose_mul, transpose_transpose, transpose_zero] using h
  have e := overlap_line C (gradient H C) C (gradient H C) (-t)
  rw [hC, h0, h1] at e
  rw [sub_eq_add_neg, ← neg_smul, e, neg_sq, add_zero, smul_zero, add_zero]

/-- Without orthonormality the criterion `HC = CCᵀHC` can fail at zero gradient: an example is
`H = !![0, 1; 1, 0]` with `C = !![1/5, 0; 0, 7/5]`. -/
theorem zero_gradient_not_orthonormal :
    gradient !![0, 1; 1, 0] !![1/5, 0; 0, 7/5] = 0 ∧
    (!![0, 1; 1, 0] : Matrix (Fin 2) (Fin 2) ℝ) * !![1/5, 0; 0, 7/5] ≠
      !![1/5, 0; 0, 7/5] * (!![1/5, 0; 0, 7/5]ᵀ * (!![0, 1; 1, 0] * !![1/5, 0; 0, 7/5])) := by
  constructor
  · have hT : (!![1/5, 0; 0, 7/5] : Matrix (Fin 2) (Fin 2) ℝ)ᵀ = !![1/5, 0; 0, 7/5] := by
      ext i j
      fin_cases i <;> fin_cases j <;> rfl
    simp only [gradient, hT, Matrix.mul_fin_two]
    ext i j
    fin_cases i <;> fin_cases j <;> norm_num
  · intro h
    have h01 := congrFun (congrFun h 0) 1
    norm_num [Matrix.mul_apply, Fin.sum_univ_succ] at h01

end OrbitalMinimization
```

```lean
#print axioms OrbitalMinimization.hasDerivAt_energy
-- 'OrbitalMinimization.hasDerivAt_energy' depends on axioms: [propext, Classical.choice, Quot.sound]
#print axioms OrbitalMinimization.isStationary_iff_commute
-- 'OrbitalMinimization.isStationary_iff_commute' depends on axioms: [propext, Classical.choice, Quot.sound]
#print axioms OrbitalMinimization.overlap_descent_step
-- 'OrbitalMinimization.overlap_descent_step' depends on axioms: [propext, Classical.choice, Quot.sound]
#print axioms OrbitalMinimization.zero_gradient_not_orthonormal
-- 'OrbitalMinimization.zero_gradient_not_orthonormal' depends on axioms: [propext, Classical.choice, Quot.sound]
```

## How the Lean statements encode the problem

The finite types `n` and `m` label basis functions and orbitals, and `H.IsSymm` says Hᵀ = H. In `energy`, the `2` is twice the identity matrix. `IsStationary` asks for zero derivative along every line, with no constraint on D.

`overlap_line` expands both S and K along the line. `linear_term` collects the trace identities above, and `linarith` combines them. In `hasDerivAt_energy`, `key` is the full quartic and `quartic` differentiates it at zero. `isStationary_iff` uses uniqueness of the derivative for D = G, then the vanishing of a sum of squares. The orthonormal results follow from `gradient_orthonormal`, and `zero_gradient_not_orthonormal` computes the 2 × 2 example entry by entry.

## Stationary points, minima and localized orbitals

The theorems identify stationary points, not minima. Orthonormal eigenvectors of H satisfy the criterion whichever states they are, so a vanishing G does not show that the lowest m states have been found. Nor need E have a minimum: for one orbital of length c along an eigenvector with eigenvalue ε > 0, E = (2 − c²)c²ε falls without bound as c grows. Subtracting from H a multiple of the identity large enough to make all its eigenvalues negative keeps E bounded below and leaves the eigenvectors unchanged. These remarks are elementary consequences of the formulas and have no theorem in the file.

H is fixed, real and expressed in an orthonormal basis. Self-consistent updates of H are not treated, and neither is a non-orthogonal basis, where the basis overlap matrix M would enter through CᵀMC in place of CᵀC.

Linear-scaling versions of orbital minimization localize the orbitals: entries of C outside chosen regions are held at zero, which restricts D, and stationarity then requires only the entries of G inside those regions to vanish.
